# An overlap identity for regular radial Dirac solutions, with small components included

A relativistic partial wave is represented here by two continuous real functions on $[0,R]$ that satisfy the radial Dirac equations on the open interval $(0,R)$. At the origin, where the angular term $k/r$ in these equations is singular, no differential equation is imposed, and the only boundary condition is that the large component vanishes.

```lean
import Mathlib

open Set MeasureTheory

namespace RelativisticUltrasoft

noncomputable section
```

## Radial equations and sources

Let $P$ and $Q$ be the large and small radial components, each with a factor $r$ absorbed, so that radial integrals carry no weight $r^2$. In atomic units, with $c>0$ the speed of light, $V$ the potential and $E$ the energy without the rest energy, the equations are

$$P'=-\frac{k}{r}P+\Big(\frac{E-V}{c}+2c\Big)Q,\qquad Q'=\frac{k}{r}Q-\frac{E-V}{c}P .$$

The number $k$ labels the spin-orbit channel: $k=-(l+1)$ for $j=l+\tfrac12$ and $k=l$ for $j=l-\tfrac12$. The structure `DiracPair` states these equations with `HasDerivAt` on `Ioo 0 R`, together with continuity on `Icc 0 R` and $P(0)=0$. It admits any real $k$ and does not require $V$ to be continuous. No value is prescribed for $Q(0)$, but for $k\neq0$ and $R>0$ it is forced to be zero: the equations give $(P^2+Q^2)'=2k(Q^2-P^2)/r+4cPQ$, and with $P(0)=0$ a nonzero $Q(0)$ would make $P^2+Q^2$ diverge logarithmically at the origin.

```lean
/-- A radial Dirac pair on `[0,R]` at energy `E` (rest energy subtracted) in the potential `V`:
large component `P`, small component `Q`, with `P` vanishing at the origin. -/
structure DiracPair (c k R E : ℝ) (V P Q : ℝ → ℝ) : Prop where
  contP : ContinuousOn P (Icc 0 R)
  contQ : ContinuousOn Q (Icc 0 R)
  zeroP : P 0 = 0
  derivP : ∀ r ∈ Ioo 0 R,
    HasDerivAt P (-k * P r / r + ((E - V r) / c + 2 * c) * Q r) r
  derivQ : ∀ r ∈ Ioo 0 R,
    HasDerivAt Q (k * Q r / r - (E - V r) / c * P r) r
```

A pseudo wave solves the Dirac equation in a smoother local potential only up to a residual. Write this residual as $(S,T)=(E-H)(P,Q)$, where $H$ is the radial Dirac Hamiltonian with that potential and with the rest energy subtracted. Solving for the derivatives adds $-T/c$ to $P'$ and $+S/c$ to $Q'$. The structure `SourcedPair` records this, with $S$ and $T$ assumed continuous on $[0,R]$.

```lean
/-- A pair that solves the radial Dirac equation up to a continuous two-component
source `(S,T)`, the residual `(E - H)(P,Q)`. -/
structure SourcedPair (c k R E : ℝ) (V S T P Q : ℝ → ℝ) : Prop where
  contP : ContinuousOn P (Icc 0 R)
  contQ : ContinuousOn Q (Icc 0 R)
  contS : ContinuousOn S (Icc 0 R)
  contT : ContinuousOn T (Icc 0 R)
  zeroP : P 0 = 0
  derivP : ∀ r ∈ Ioo 0 R,
    HasDerivAt P (-k * P r / r + ((E - V r) / c + 2 * c) * Q r - T r / c) r
  derivQ : ∀ r ∈ Ioo 0 R,
    HasDerivAt Q (k * Q r / r - (E - V r) / c * P r + S r / c) r
```

The overlap of two pairs contains both components:

$$\langle 1|2\rangle_R=\int_0^R (P_1P_2+Q_1Q_2)\,dr .$$

```lean
/-- The overlap of two radial two-component functions inside the sphere of radius `R`. -/
def overlap (R : ℝ) (P₁ Q₁ P₂ Q₂ : ℝ → ℝ) : ℝ :=
  ∫ r in (0 : ℝ)..R, (P₁ r * P₂ r + Q₁ r * Q₂ r)
```

## The derivative of the boundary term

Take two pairs in the same potential and with the same $k$, and set $W=c(P_1Q_2-P_2Q_1)$. Without sources, the product rule gives

$$\begin{aligned}
P_1'Q_2+P_1Q_2'&=\Big(\frac{E_1-V}{c}+2c\Big)Q_1Q_2-\frac{E_2-V}{c}P_1P_2,\\
P_2'Q_1+P_2Q_1'&=\Big(\frac{E_2-V}{c}+2c\Big)Q_1Q_2-\frac{E_1-V}{c}P_1P_2 .
\end{aligned}$$

The terms in $k/r$ have cancelled within each line. Subtracting the lines removes $V$ and $2c$, and multiplication by $c$ leaves $(E_1-E_2)(P_1P_2+Q_1Q_2)$. With sources,

$$W'=(E_1-E_2)(P_1P_2+Q_1Q_2)+(P_1S_2+Q_1T_2)-(P_2S_1+Q_2T_1).$$

In the proof, `fun_mul`, `fun_sub` and `const_mul` apply the differentiation rules, and `field_simp` and `ring` carry out the cancellation.

```lean
variable {c k R E₁ E₂ : ℝ} {V P₁ Q₁ P₂ Q₂ S₁ T₁ S₂ T₂ : ℝ → ℝ}

/-- The radial derivative of `c (P₁Q₂ - P₂Q₁)` is the energy difference times the
two-component overlap density, plus the source terms. -/
theorem hasDerivAt_wronskian (hc : 0 < c)
    (h₁ : SourcedPair c k R E₁ V S₁ T₁ P₁ Q₁) (h₂ : SourcedPair c k R E₂ V S₂ T₂ P₂ Q₂)
    {r : ℝ} (hr : r ∈ Ioo 0 R) :
    HasDerivAt (fun x => c * (P₁ x * Q₂ x - P₂ x * Q₁ x))
      ((E₁ - E₂) * (P₁ r * P₂ r + Q₁ r * Q₂ r) + (P₁ r * S₂ r + Q₁ r * T₂ r)
        - (P₂ r * S₁ r + Q₂ r * T₁ r)) r := by
  have hc0 : c ≠ 0 := hc.ne'
  have hr0 : r ≠ 0 := hr.1.ne'
  -- the terms with `k / r` cancel within each product, those with `V` and `2 c` between the two
  refine ((((h₁.derivP r hr).fun_mul (h₂.derivQ r hr)).fun_sub
    ((h₂.derivP r hr).fun_mul (h₁.derivQ r hr))).const_mul c).congr_deriv ?_
  field_simp
  ring
```

## Integration from the origin to R

Each group of terms in $W'$ is continuous on $[0,R]$ and therefore integrable, even where $V$ or $k/r$ is unbounded.

```lean
/-- Overlap densities of continuous components are integrable on `[0,R]`. -/
theorem overlap_integrable (hR : 0 ≤ R) (h₁ : ContinuousOn P₁ (Icc 0 R))
    (h₂ : ContinuousOn Q₁ (Icc 0 R)) (h₃ : ContinuousOn P₂ (Icc 0 R))
    (h₄ : ContinuousOn Q₂ (Icc 0 R)) :
    IntervalIntegrable (fun r => P₁ r * P₂ r + Q₁ r * Q₂ r) volume 0 R := by
  apply ContinuousOn.intervalIntegrable
  rw [uIcc_of_le hR]
  exact (h₁.mul h₃).add (h₂.mul h₄)
```

Since $P_1(0)=P_2(0)=0$, the boundary term satisfies $W(0)=0$. The fundamental theorem of calculus then gives

$$W(R)=(E_1-E_2)\langle 1|2\rangle_R+\int_0^R(P_1S_2+Q_1T_2)\,dr-\int_0^R(P_2S_1+Q_2T_1)\,dr .$$

The version of the theorem used for `ftc` needs continuity on the closed interval but a derivative only inside it, which is what the structures provide. The step `hsum` splits the integral into its three parts.

```lean
/-- For pairs with sources, the boundary term at `R` equals the energy difference times the overlap,
plus the overlap of pair 1 with source 2, minus the overlap of pair 2 with source 1. -/
theorem sourced_identity (hc : 0 < c) (hR : 0 ≤ R)
    (h₁ : SourcedPair c k R E₁ V S₁ T₁ P₁ Q₁) (h₂ : SourcedPair c k R E₂ V S₂ T₂ P₂ Q₂) :
    c * (P₁ R * Q₂ R - P₂ R * Q₁ R) = (E₁ - E₂) * overlap R P₁ Q₁ P₂ Q₂
      + overlap R P₁ Q₁ S₂ T₂ - overlap R P₂ Q₂ S₁ T₁ := by
  have i₁ := overlap_integrable hR h₁.contP h₁.contQ h₂.contP h₂.contQ
  have i₂ := overlap_integrable hR h₁.contP h₁.contQ h₂.contS h₂.contT
  have i₃ := overlap_integrable hR h₂.contP h₂.contQ h₁.contS h₁.contT
  have hcont : ContinuousOn (fun x => c * (P₁ x * Q₂ x - P₂ x * Q₁ x)) (Icc 0 R) :=
    continuousOn_const.mul ((h₁.contP.mul h₂.contQ).sub (h₂.contP.mul h₁.contQ))
  -- integrate the derivative of the boundary term from the origin to `R`
  have ftc := intervalIntegral.integral_eq_sub_of_hasDerivAt_of_le hR hcont
    (fun r hr => hasDerivAt_wronskian hc h₁ h₂ hr) (((i₁.const_mul (E₁ - E₂)).add i₂).sub i₃)
  have hsum : ∫ r in (0 : ℝ)..R, ((E₁ - E₂) * (P₁ r * P₂ r + Q₁ r * Q₂ r)
        + (P₁ r * S₂ r + Q₁ r * T₂ r) - (P₂ r * S₁ r + Q₂ r * T₁ r))
      = (E₁ - E₂) * (∫ r in (0 : ℝ)..R, (P₁ r * P₂ r + Q₁ r * Q₂ r))
        + (∫ r in (0 : ℝ)..R, (P₁ r * S₂ r + Q₁ r * T₂ r))
        - ∫ r in (0 : ℝ)..R, (P₂ r * S₁ r + Q₂ r * T₁ r) := by
    rw [intervalIntegral.integral_sub, intervalIntegral.integral_add,
      intervalIntegral.integral_const_mul]
    all_goals first
      | exact i₁.const_mul _
      | exact i₂
      | exact i₃
      | exact (i₁.const_mul _).add i₂
  have key := hsum.symm.trans ftc
  simp only [h₁.zeroP, h₂.zeroP] at key
  unfold overlap
  linarith
```

An exact solution is a pair with $S=T=0$.

```lean
/-- A solution of the radial Dirac equation is a pair with zero source. -/
theorem DiracPair.toSourced {E : ℝ} {P Q : ℝ → ℝ} (h : DiracPair c k R E V P Q) :
    SourcedPair c k R E V (fun _ => 0) (fun _ => 0) P Q :=
  ⟨h.contP, h.contQ, continuousOn_const, continuousOn_const, h.zeroP,
    fun r hr => (h.derivP r hr).congr_deriv (by simp),
    fun r hr => (h.derivQ r hr).congr_deriv (by simp)⟩
```

For two solutions in the same potential and with the same $k$, the two source integrals vanish, which leaves

$$c\,(P_1Q_2-P_2Q_1)(R)=(E_1-E_2)\int_0^R(P_1P_2+Q_1Q_2)\,dr .$$

The theorem allows $R=0$, where both sides are zero. For $E_1=E_2$ it says that the boundary term vanishes, and it gives no information about the overlap.

The nonrelativistic limit can be read off informally. For large $c$, with the energies and the potential held fixed, the first radial equation gives $Q\approx(P'+kP/r)/(2c)$. The terms in $k$ cancel in the boundary expression, and the identity goes over into the Schrödinger form $\tfrac12(P_1P_2'-P_2P_1')(R)=(E_1-E_2)\int_0^R P_1P_2\,dr$. The small components contribute to the overlap only at order $1/c^2$.

```lean
/-- Main identity: for two radial Dirac solutions in the same potential, the boundary term at
`R` is the energy difference times the overlap of large and small components. -/
theorem dirac_overlap_identity (hc : 0 < c) (hR : 0 ≤ R)
    (h₁ : DiracPair c k R E₁ V P₁ Q₁) (h₂ : DiracPair c k R E₂ V P₂ Q₂) :
    c * (P₁ R * Q₂ R - P₂ R * Q₁ R)
      = (E₁ - E₂) * ∫ r in (0 : ℝ)..R, (P₁ r * P₂ r + Q₁ r * Q₂ r) := by
  have h := sourced_identity hc hR h₁.toSourced h₂.toSourced
  have z : ∀ P Q : ℝ → ℝ, overlap R P Q (fun _ => 0) (fun _ => 0) = 0 := by
    intro P Q
    simp [overlap]
  rw [z, z] at h
  unfold overlap at h
  linarith
```

If two solutions in the same potential and with the same $k$ have the same ratio $Q/P$ at $R$, then $P_1Q_2=P_2Q_1$ there and the left side is zero. For $E_1\neq E_2$ the overlap must vanish. Writing the condition as a product, as `hb` does, also covers the case in which both large components are zero at $R$.

```lean
/-- Solutions at different energies with the same ratio of small to large component at `R`
are orthogonal inside the sphere. -/
theorem orthogonal_of_same_boundary (hc : 0 < c) (hR : 0 ≤ R) (hE : E₁ ≠ E₂)
    (h₁ : DiracPair c k R E₁ V P₁ Q₁) (h₂ : DiracPair c k R E₂ V P₂ Q₂)
    (hb : P₁ R * Q₂ R = P₂ R * Q₁ R) : overlap R P₁ Q₁ P₂ Q₂ = 0 := by
  have h := dirac_overlap_identity hc hR h₁ h₂
  rw [hb, sub_self, mul_zero] at h
  exact (mul_eq_zero.mp h.symm).resolve_left (sub_ne_zero.mpr hE)
```

## Consequences for ultrasoft coefficients

Let $i$ label several partial waves in one channel. The all-electron pair $\psi_i=(P_i,Q_i)$ solves the Dirac equation in $V$ at energy $E_i$. The pseudo pair $\phi_i=(p_i,q_i)$ has the same energy but belongs to a local potential $V_{\rm loc}$, with residual $\chi_i=(S_i,T_i)$. The augmentation charge, written with two indices to distinguish it from the small component $q_i$, is

$$q_{ij}=\langle\psi_i|\psi_j\rangle_R-\langle\phi_i|\phi_j\rangle_R .$$

```lean
/-- The augmentation charge `q_ij`: all-electron overlap minus pseudo overlap, both with
small components. -/
def augmentation {ι : Type*} (R : ℝ) (P Q p q : ι → ℝ → ℝ) (i j : ι) : ℝ :=
  overlap R (P i) (Q i) (P j) (Q j) - overlap R (p i) (q i) (p j) (q j)
```

Suppose that both components match at the sphere: $p_i(R)=P_i(R)$ and $q_i(R)=Q_i(R)$. The all-electron and pseudo boundary terms are then equal. With $B_{ij}=\langle\phi_i|\chi_j\rangle_R$, equating the two identities gives

$$(E_i-E_j)\langle\psi_i|\psi_j\rangle_R=(E_i-E_j)\langle\phi_i|\phi_j\rangle_R+B_{ij}-B_{ji},$$

and hence $B_{ij}-B_{ji}=(E_i-E_j)\,q_{ij}$. In the proof, `a` is the all-electron identity and `b` the pseudo one. The matching hypotheses `hp` and `hq` let the first be substituted into the second.

The existence of such pseudo pairs is assumed. Schemes whose pseudo waves have no small component can fit these hypotheses only if every $Q_i(R)$ is zero.

```lean
/-- For all-electron and pseudo pairs that match at `R`, the difference `B_ij - B_ji` for `B_ij =
⟨φ_i|χ_j⟩` is the energy difference times the augmentation charge. -/
theorem projector_asymmetry {ι : Type*} {E : ι → ℝ} {Vloc : ℝ → ℝ}
    {P Q p q S T : ι → ℝ → ℝ} (hc : 0 < c) (hR : 0 ≤ R)
    (hAE : ∀ i, DiracPair c k R (E i) V (P i) (Q i))
    (hPS : ∀ i, SourcedPair c k R (E i) Vloc (S i) (T i) (p i) (q i))
    (hp : ∀ i, p i R = P i R) (hq : ∀ i, q i R = Q i R) (i j : ι) :
    overlap R (p i) (q i) (S j) (T j) - overlap R (p j) (q j) (S i) (T i)
      = (E i - E j) * augmentation R P Q p q i j := by
  have a := dirac_overlap_identity hc hR (hAE i) (hAE j)
  have b := sourced_identity hc hR (hPS i) (hPS j)
  rw [hp, hp, hq, hq, a] at b
  change (E i - E j) * overlap R (P i) (Q i) (P j) (Q j) = _ at b
  unfold augmentation
  linear_combination -b
```

The ultrasoft coefficients are $D_{ij}=B_{ij}+E_jq_{ij}$. Real overlaps are symmetric, so $q_{ij}=q_{ji}$, and

$$D_{ij}-D_{ji}=(E_i-E_j)q_{ij}+(E_j-E_i)q_{ij}=0 .$$

In electronic-structure terms, the nonlocal part of an ultrasoft pseudopotential built from these coefficients has a symmetric coefficient matrix, for real radial waves that share one spin-orbit channel and match in both components. In Lean, `Matrix.of` assembles the coefficients and `IsSymm` states the symmetry. The index type `ι` is arbitrary.

```lean
/-- The ultrasoft coefficients `D_ij = B_ij + E_j q_ij` of matched relativistic partial waves
form a symmetric matrix. -/
theorem ultrasoft_coefficients_symm {ι : Type*} {E : ι → ℝ} {Vloc : ℝ → ℝ}
    {P Q p q S T : ι → ℝ → ℝ} (hc : 0 < c) (hR : 0 ≤ R)
    (hAE : ∀ i, DiracPair c k R (E i) V (P i) (Q i))
    (hPS : ∀ i, SourcedPair c k R (E i) Vloc (S i) (T i) (p i) (q i))
    (hp : ∀ i, p i R = P i R) (hq : ∀ i, q i R = Q i R) :
    (Matrix.of fun i j => overlap R (p i) (q i) (S j) (T j)
      + E j * augmentation R P Q p q i j).IsSymm := by
  have comm : ∀ f g u v : ℝ → ℝ, overlap R f g u v = overlap R u v f g := by
    intro f g u v
    simp only [overlap, mul_comm]
  ext i j
  have h := projector_asymmetry hc hR hAE hPS hp hq i j
  have hs : augmentation R P Q p q j i = augmentation R P Q p q i j := by
    unfold augmentation
    rw [comm (P j), comm (p j)]
  simp only [Matrix.transpose_apply, Matrix.of_apply]
  rw [hs]
  linear_combination -h
```

If $E_i\neq E_j$, the asymmetry of $B$ vanishes exactly when $q_{ij}=0$. This is a generalised norm-conservation condition, and the norm it refers to includes the small components.

```lean
/-- At different energies, `B_ij = B_ji` holds exactly when the augmentation charge
`q_ij` vanishes. -/
theorem projector_symm_iff {ι : Type*} {E : ι → ℝ} {Vloc : ℝ → ℝ}
    {P Q p q S T : ι → ℝ → ℝ} (hc : 0 < c) (hR : 0 ≤ R)
    (hAE : ∀ i, DiracPair c k R (E i) V (P i) (Q i))
    (hPS : ∀ i, SourcedPair c k R (E i) Vloc (S i) (T i) (p i) (q i))
    (hp : ∀ i, p i R = P i R) (hq : ∀ i, q i R = Q i R) {i j : ι} (hE : E i ≠ E j) :
    overlap R (p i) (q i) (S j) (T j) = overlap R (p j) (q j) (S i) (T i)
      ↔ augmentation R P Q p q i j = 0 := by
  rw [← sub_eq_zero, projector_asymmetry hc hR hAE hPS hp hq i j, mul_eq_zero]
  exact or_iff_right (sub_ne_zero.mpr hE)
```

## Two free solutions that need the small components

Set $V=0$ and $k=1$. At $E_1=0$ take $P_1=\tfrac{2c}{3}r^2$ and $Q_1=r$. Then

$$-\frac{P_1}{r}+2cQ_1=\frac{4c}{3}r=P_1',\qquad \frac{Q_1}{r}=1=Q_1' .$$

At $E_2=-2c^2$ the coefficient $E_2/c+2c$ is zero, so $P_2=0$ and $Q_2=r$ solve the equations. The boundary term is $\tfrac{2c^2}{3}R^3$. This agrees with the energy difference $2c^2$ times $\int_0^R r^2\,dr=R^3/3$. The large components alone have zero overlap, so an identity that kept only them would fail for every $R>0$.

In numbers, with units $\hbar=m=c=1$ in place of atomic units, $R=3$ gives $P_1(R)=6$, $Q_1(R)=Q_2(R)=3$ and $P_2(R)=0$. The boundary term is $6\cdot3-0\cdot3=18$, and the right side is $2\cdot9=18$. With the small components left out, the right side would be $0$.

The second energy lies at the upper edge of the negative-energy continuum, so the example settles the principle and does not indicate the size of the effect for valence states.

The theorem checks both solutions and the failure of the large-component formula. Its last step reduces the integral to zero and shows with `positivity` that the boundary term is not.

```lean
/-- Two explicit free solutions with `k = 1`, at energies `0` and `-2c²`, for which the
identity fails when the overlap keeps only the large components. -/
theorem small_components_needed_witness (hc : 0 < c) (hR : 0 < R) :
    DiracPair c 1 R 0 (fun _ => 0) (fun r => 2 * c / 3 * (r * r)) (fun r => r) ∧
    DiracPair c 1 R (-2 * c ^ 2) (fun _ => 0) (fun _ => 0) (fun r => r) ∧
    c * (2 * c / 3 * (R * R) * R - 0 * R)
      ≠ (0 - -2 * c ^ 2) * ∫ r in (0 : ℝ)..R, 2 * c / 3 * (r * r) * 0 := by
  have hc0 : c ≠ 0 := hc.ne'
  have e : (-2 * c ^ 2 - 0) / c = -2 * c := by
    rw [div_eq_iff hc0]
    ring
  refine ⟨⟨by fun_prop, by fun_prop, by simp, fun r hr => ?_, fun r hr => ?_⟩,
    ⟨by fun_prop, by fun_prop, rfl, fun r hr => ?_, fun r hr => ?_⟩, ?_⟩
  · have hr0 : r ≠ 0 := hr.1.ne'
    have e₁ : -1 * (2 * c / 3 * (r * r)) / r = -(2 * c / 3 * r) := by
      rw [div_eq_iff hr0]
      ring
    refine (((hasDerivAt_id' r).fun_mul (hasDerivAt_id' r)).const_mul
      (2 * c / 3)).congr_deriv ?_
    rw [e₁]
    ring
  · have e₂ : 1 * r / r = 1 := by rw [one_mul, div_self hr.1.ne']
    refine (hasDerivAt_id' r).congr_deriv ?_
    rw [e₂]
    ring
  · refine (hasDerivAt_const r (0 : ℝ)).congr_deriv ?_
    rw [e]
    ring
  · have e₂ : 1 * r / r = 1 := by rw [one_mul, div_self hr.1.ne']
    refine (hasDerivAt_id' r).congr_deriv ?_
    rw [e₂]
    ring
  · -- the large-component overlap vanishes, the boundary term does not
    simp only [mul_zero, zero_mul, sub_zero, intervalIntegral.integral_zero]
    positivity

end

end RelativisticUltrasoft
```

```lean
#print axioms RelativisticUltrasoft.dirac_overlap_identity
-- 'RelativisticUltrasoft.dirac_overlap_identity' depends on axioms: [propext, Classical.choice, Quot.sound]
#print axioms RelativisticUltrasoft.orthogonal_of_same_boundary
-- 'RelativisticUltrasoft.orthogonal_of_same_boundary' depends on axioms: [propext, Classical.choice, Quot.sound]
#print axioms RelativisticUltrasoft.ultrasoft_coefficients_symm
-- 'RelativisticUltrasoft.ultrasoft_coefficients_symm' depends on axioms: [propext, Classical.choice, Quot.sound]
#print axioms RelativisticUltrasoft.projector_symm_iff
-- 'RelativisticUltrasoft.projector_symm_iff' depends on axioms: [propext, Classical.choice, Quot.sound]
```
